# When a permittivity and a permeability give the same wave operator as longitudinal and transverse permittivities

If a transverse permittivity already contains the currents of a medium's magnetisation, adding a separate permeability counts those currents twice. At a fixed nonzero real wavevector and nonzero frequency, the file below determines exactly when the description of an isotropic medium by one permittivity and a permeability has the same wave operator as a description by a longitudinal and a transverse permittivity.

```lean
import Mathlib

open Matrix

namespace LongitudinalTransverseResponse

noncomputable section

/-- The real wavevector `q`, regarded as a complex vector so that it can act on complex fields. -/
def cvec (q : Fin 3 → ℝ) : Fin 3 → ℂ := fun i => (q i : ℂ)

/-- The squared length `q²` of the real wavevector, as a complex number. -/
def qSq (q : Fin 3 → ℝ) : ℂ := cvec q ⬝ᵥ cvec q

/-- The longitudinal part of a field: its projection on the direction of `q`. -/
def PL (q : Fin 3 → ℝ) (E : Fin 3 → ℂ) : Fin 3 → ℂ :=
  ((cvec q ⬝ᵥ E) / qSq q) • cvec q

/-- The transverse part of a field: what remains after removing the longitudinal part. -/
def PT (q : Fin 3 → ℝ) (E : Fin 3 → ℂ) : Fin 3 → ℂ := E - PL q E

/-- The double cross product `q × (q × E)`. It is minus the amplitude of the double curl of the
plane wave with wavevector `q` and amplitude `E`, because each curl contributes a factor `i`. -/
def doubleCurl (q : Fin 3 → ℝ) (E : Fin 3 → ℂ) : Fin 3 → ℂ :=
  cvec q ⨯₃ (cvec q ⨯₃ E)

/-- The wave operator `q × (q × E)/μ + (ω/c)² e E` of a medium with permittivity `e`
and permeability `μ`. -/
def magneticWave (q : Fin 3 → ℝ) (ω c : ℝ) (e μ : ℂ) (E : Fin 3 → ℂ) : Fin 3 → ℂ :=
  (1 / μ) • doubleCurl q E + (((ω : ℂ) / c) ^ 2 * e) • E

/-- The wave operator `q × (q × E) + (ω/c)² (eL PL + eT PT) E` of a medium with longitudinal
and transverse permittivities `eL` and `eT`. -/
def dispersiveWave (q : Fin 3 → ℝ) (ω c : ℝ) (eL eT : ℂ) (E : Fin 3 → ℂ) : Fin 3 → ℂ :=
  doubleCurl q E + ((ω : ℂ) / c) ^ 2 • (eL • PL q E + eT • PT q E)

/-- A nonzero real wavevector has nonzero squared length. -/
theorem qSq_ne_zero {q : Fin 3 → ℝ} (hq : q ≠ 0) : qSq q ≠ 0 := by
  have h : qSq q = ((q ⬝ᵥ q : ℝ) : ℂ) := by simp [qSq, cvec, dotProduct]
  rw [h]
  exact Complex.ofReal_ne_zero.mpr (fun h0 => hq (dotProduct_self_eq_zero.mp h0))

/-- The longitudinal part of a field is curl-free and the transverse part is
divergence-free. -/
theorem curl_PL_and_div_PT (q : Fin 3 → ℝ) (E : Fin 3 → ℂ) :
    cvec q ⨯₃ PL q E = 0 ∧ cvec q ⬝ᵥ PT q E = 0 := by
  constructor
  · simp [PL, cross_self]
  · rcases eq_or_ne q 0 with rfl | hq
    · have h0 : cvec 0 = 0 := by ext i; simp [cvec]
      simp [h0]
    · simp only [PT, PL, dotProduct_sub, dotProduct_smul, smul_eq_mul]
      change cvec q ⬝ᵥ E - (cvec q ⬝ᵥ E) / qSq q * qSq q = 0
      rw [div_mul_cancel₀ _ (qSq_ne_zero hq), sub_self]

/-- The double cross product depends only on the transverse part: `q × (q × E) = -q² PT E`. -/
theorem doubleCurl_eq (q : Fin 3 → ℝ) (E : Fin 3 → ℂ) :
    doubleCurl q E = (-qSq q) • PT q E := by
  -- the "bac minus cab" rule, component by component
  have key : ∀ i, doubleCurl q E i = (cvec q ⬝ᵥ E) * cvec q i - qSq q * E i := by
    intro i
    fin_cases i <;>
      simp [doubleCurl, qSq, cvec, cross_apply, dotProduct, Fin.sum_univ_three] <;> ring
  ext i
  rw [key]
  rcases eq_or_ne q 0 with rfl | hq
  · have h0 : cvec 0 = 0 := by ext i; simp [cvec]
    simp [qSq, h0]
  · have hd := div_mul_cancel₀ (cvec q ⬝ᵥ E) (qSq_ne_zero hq)
    simp only [PT, PL, Pi.smul_apply, Pi.sub_apply, smul_eq_mul]
    generalize (cvec q ⬝ᵥ E) / qSq q = r at hd ⊢
    linear_combination (-cvec q i) * hd

/-- For every wavevector there is a nonzero field orthogonal to it. -/
theorem exists_transverse (q : Fin 3 → ℝ) :
    ∃ t : Fin 3 → ℂ, t ≠ 0 ∧ cvec q ⬝ᵥ t = 0 := by
  by_cases h : q 0 = 0
  · refine ⟨![1, 0, 0], fun ht => ?_, ?_⟩
    · have h1 := congrFun ht 0
      simp at h1
    · simp [cvec, dotProduct, Fin.sum_univ_three, h]
  · refine ⟨![-(q 1 : ℂ), (q 0 : ℂ), 0], fun ht => h ?_, ?_⟩
    · simpa using congrFun ht 1
    · simp [cvec, dotProduct, Fin.sum_univ_three]
      ring

/-- Two isotropic responses agree on all fields exactly when their longitudinal coefficients
agree and their transverse coefficients agree. -/
theorem response_eq_iff {q : Fin 3 → ℝ} (hq : q ≠ 0) (a b a' b' : ℂ) :
    (∀ E, a • PL q E + b • PT q E = a' • PL q E + b' • PT q E) ↔ a = a' ∧ b = b' := by
  constructor
  · intro h
    constructor
    · -- test on the longitudinal field `q`
      have hL : PL q (cvec q) = cvec q := by
        change (qSq q / qSq q) • cvec q = cvec q
        rw [div_self (qSq_ne_zero hq), one_smul]
      obtain ⟨i, hi⟩ := Function.ne_iff.mp hq
      have h1 := congrFun (h (cvec q)) i
      simp only [PT, hL, sub_self, smul_zero, add_zero, Pi.smul_apply, smul_eq_mul] at h1
      exact mul_right_cancel₀ (by simpa [cvec] using hi) h1
    · -- test on a transverse field
      obtain ⟨t, ht, hqt⟩ := exists_transverse q
      have hL : PL q t = 0 := by simp [PL, hqt]
      obtain ⟨i, hi⟩ := Function.ne_iff.mp ht
      have h1 := congrFun (h t) i
      simp only [PT, hL, sub_zero, smul_zero, zero_add, Pi.smul_apply, smul_eq_mul] at h1
      exact mul_right_cancel₀ (by simpa using hi) h1
  · rintro ⟨rfl, rfl⟩ E
    rfl

/-- The descriptions by `(e, μ)` and by `(eL, eT)` give the same wave operator exactly when
`e = eL` and `1 - 1/μ = ω² (eT - eL)/(c² q²)`, the latter written without denominators. -/
theorem magnetic_eq_dispersive_iff {q : Fin 3 → ℝ} (hq : q ≠ 0) {ω c : ℝ} (hω : ω ≠ 0)
    (hc : 0 < c) (e eL eT : ℂ) {μ : ℂ} (hμ : μ ≠ 0) :
    (∀ E, magneticWave q ω c e μ E = dispersiveWave q ω c eL eT E) ↔
      e = eL ∧ μ * (c ^ 2 * qSq q - ω ^ 2 * (eT - eL)) = c ^ 2 * qSq q := by
  have hc' : (c : ℂ) ≠ 0 := Complex.ofReal_ne_zero.mpr hc.ne'
  have hω' : (ω : ℂ) ≠ 0 := Complex.ofReal_ne_zero.mpr hω
  -- split both wave operators into longitudinal and transverse channels
  have hM : ∀ E, magneticWave q ω c e μ E =
      (((ω : ℂ) / c) ^ 2 * e) • PL q E + (((ω : ℂ) / c) ^ 2 * e - qSq q / μ) • PT q E := by
    intro E
    simp only [magneticWave, doubleCurl_eq, PT]
    module
  have hD : ∀ E, dispersiveWave q ω c eL eT E =
      (((ω : ℂ) / c) ^ 2 * eL) • PL q E + (((ω : ℂ) / c) ^ 2 * eT - qSq q) • PT q E := by
    intro E
    simp only [dispersiveWave, doubleCurl_eq]
    module
  simp only [hM, hD]
  rw [response_eq_iff hq]
  -- compare the coefficients channel by channel
  have hk : ((ω : ℂ) / c) ^ 2 ≠ 0 := pow_ne_zero 2 (div_ne_zero hω' hc')
  have hkc : ((ω : ℂ) / c) ^ 2 * (c : ℂ) ^ 2 = (ω : ℂ) ^ 2 := by
    rw [← mul_pow, div_mul_cancel₀ _ hc']
  have hm : qSq q / μ * μ = qSq q := div_mul_cancel₀ _ hμ
  generalize ((ω : ℂ) / c) ^ 2 = k at hk hkc ⊢
  generalize qSq q / μ = w at hm ⊢
  constructor
  · rintro ⟨h1, h2⟩
    have he : e = eL := mul_left_cancel₀ hk h1
    rw [he] at h2
    refine ⟨he, ?_⟩
    linear_combination μ * (c : ℂ) ^ 2 * h2 - μ * (eL - eT) * hkc + (c : ℂ) ^ 2 * hm
  · rintro ⟨he, h⟩
    rw [he]
    refine ⟨rfl, mul_left_cancel₀ (mul_ne_zero hμ (pow_ne_zero 2 hc')) ?_⟩
    linear_combination h + μ * (eL - eT) * hkc - (c : ℂ) ^ 2 * hm

/-- Given `eL` and `eT`, an equivalent description by some `e` and some nonzero `μ` exists
exactly when `c² q²` differs from `ω² (eT - eL)`. -/
theorem exists_magnetic_iff {q : Fin 3 → ℝ} (hq : q ≠ 0) {ω c : ℝ} (hω : ω ≠ 0)
    (hc : 0 < c) (eL eT : ℂ) :
    (∃ e μ : ℂ, μ ≠ 0 ∧ ∀ E, magneticWave q ω c e μ E = dispersiveWave q ω c eL eT E) ↔
      (c : ℂ) ^ 2 * qSq q ≠ ω ^ 2 * (eT - eL) := by
  have hcs : (c : ℂ) ^ 2 * qSq q ≠ 0 :=
    mul_ne_zero (pow_ne_zero 2 (Complex.ofReal_ne_zero.mpr hc.ne')) (qSq_ne_zero hq)
  constructor
  · rintro ⟨e, μ, hμ, h⟩ heq
    have h2 := ((magnetic_eq_dispersive_iff hq hω hc e eL eT hμ).mp h).2
    rw [heq, sub_self, mul_zero] at h2
    exact hcs (heq.trans h2.symm)
  · intro hne
    have hd := sub_ne_zero.mpr hne
    have hμ := div_ne_zero hcs hd
    exact ⟨eL, _, hμ, (magnetic_eq_dispersive_iff hq hω hc eL eL eT hμ).mpr
      ⟨rfl, div_mul_cancel₀ _ hd⟩⟩

/-- A description with `μ = 1` is equivalent to `(eL, eT)` exactly when `e = eL` and
`eT = eL`. -/
theorem nonmagnetic_iff {q : Fin 3 → ℝ} (hq : q ≠ 0) {ω c : ℝ} (hω : ω ≠ 0)
    (hc : 0 < c) (e eL eT : ℂ) :
    (∀ E, magneticWave q ω c e 1 E = dispersiveWave q ω c eL eT E) ↔ e = eL ∧ eT = eL := by
  rw [magnetic_eq_dispersive_iff hq hω hc e eL eT one_ne_zero]
  have hω2 : (ω : ℂ) ^ 2 ≠ 0 := pow_ne_zero 2 (Complex.ofReal_ne_zero.mpr hω)
  refine and_congr_right fun _ => ⟨fun h => mul_left_cancel₀ hω2 ?_, fun h => ?_⟩
  · linear_combination -h
  · rw [h]; ring

/-- If the transverse permittivity exceeds the longitudinal one by `β q²`, the condition on
the permeability is `μ (c² - ω² β) = c²`, in which `q` does not appear. -/
theorem local_permeability_iff {q : Fin 3 → ℝ} (hq : q ≠ 0) {ω c : ℝ} (hω : ω ≠ 0)
    (hc : 0 < c) (e eL β : ℂ) {μ : ℂ} (hμ : μ ≠ 0) :
    (∀ E, magneticWave q ω c e μ E = dispersiveWave q ω c eL (eL + β * qSq q) E) ↔
      e = eL ∧ μ * ((c : ℂ) ^ 2 - ω ^ 2 * β) = (c : ℂ) ^ 2 := by
  rw [magnetic_eq_dispersive_iff hq hω hc e eL _ hμ]
  refine and_congr_right fun _ =>
    ⟨fun h => mul_right_cancel₀ (qSq_ne_zero hq) ?_, fun h => ?_⟩
  · linear_combination h
  · linear_combination qSq q * h

end

end LongitudinalTransverseResponse
```

```lean
#print axioms LongitudinalTransverseResponse.curl_PL_and_div_PT
-- 'LongitudinalTransverseResponse.curl_PL_and_div_PT' depends on axioms: [propext, Classical.choice, Quot.sound]
#print axioms LongitudinalTransverseResponse.exists_magnetic_iff
-- 'LongitudinalTransverseResponse.exists_magnetic_iff' depends on axioms: [propext, Classical.choice, Quot.sound]
#print axioms LongitudinalTransverseResponse.nonmagnetic_iff
-- 'LongitudinalTransverseResponse.nonmagnetic_iff' depends on axioms: [propext, Classical.choice, Quot.sound]
#print axioms LongitudinalTransverseResponse.local_permeability_iff
-- 'LongitudinalTransverseResponse.local_permeability_iff' depends on axioms: [propext, Classical.choice, Quot.sound]
```

## Two descriptions of one isotropic medium

Take a plane wave with real wavevector $q \neq 0$, real angular frequency $\omega \neq 0$ and complex electric amplitude $E$. Let $c > 0$ be the speed of light. In Gaussian units, with the phase $e^{i(q\cdot r-\omega t)}$, Faraday's law reads $q\times E=(\omega/c)B$. Without external current, Ampère's law reads $q\times H=-(\omega/c)D$.

In the first description the medium has a permittivity $e$ and a permeability $\mu$, so that $D=eE$ and $H=B/\mu$. Eliminating the magnetic fields gives

$$\frac{1}{\mu}\,q\times(q\times E)+\frac{\omega^2}{c^2}\,eE=0 .$$

The left side is `magneticWave`. In the second description there is no separate permeability, and all induced currents are put into $D$. An isotropic medium may then respond differently to the part of $E$ along $q$ and to the part perpendicular to it. With

$$E_L=\frac{q\cdot E}{q^2}\,q,\qquad E_T=E-E_L,$$

the displacement is $D=e_LE_L+e_TE_T$, and the wave operator is

$$q\times(q\times E)+\frac{\omega^2}{c^2}\,(e_LE_L+e_TE_T),$$

which is `dispersiveWave`. The functions `PL` and `PT` produce $E_L$ and $E_T$.

The main theorem, `magnetic_eq_dispersive_iff`, says that for $\mu\neq0$ the two operators agree on every complex field $E$ if and only if

$$e=e_L\qquad\text{and}\qquad \mu\left(c^2q^2-\omega^2(e_T-e_L)\right)=c^2q^2 .$$

Dividing the second equation by $\mu c^2q^2$ gives the more familiar form

$$1-\frac1\mu=\frac{\omega^2}{c^2q^2}\,(e_T-e_L).$$

The permittivity of the magnetic description is therefore the longitudinal one, and the permeability carries the difference between the transverse and longitudinal responses.

## How the Lean objects represent the fields

The wavevector has type `Fin 3 → ℝ`, and `cvec` turns it into a complex vector so that it can be combined with a field of type `Fin 3 → ℂ`. Components are numbered 0, 1 and 2. The dot product `⬝ᵥ` involves no complex conjugation. Since $q$ is real, `qSq q` is nevertheless the ordinary squared length $q^2$, stored as a complex number. The symbol `⨯₃` is the three-dimensional cross product, so the curl terms are actual cross products and not scalar substitutes. The curl of a plane wave has amplitude $iq\times E$, so `doubleCurl`, which is $q\times(q\times E)$, is the double curl up to a factor $-1$.

The numbers $e$, $e_L$, $e_T$ and $\mu$ are arbitrary complex numbers, which allows for absorption. They are given at one pair $(q,\omega)$. The file neither computes them from a microscopic model nor imposes causality or passivity on them.

The quantifier `∀ E` compares the operators on all amplitudes, not only on those that solve the source-free equation. This is the appropriate comparison when external currents can drive the medium, because the operator applied to $E$ is then proportional to the external current.

The hypothesis $\omega\neq0$ is needed to compare permittivities through these wave operators, since at $\omega=0$ they disappear from both. The hypothesis $\mu\neq0$ makes $H=B/\mu$ meaningful. Lean sets $1/0=0$, so without this hypothesis a zero permeability would imitate the case $1/\mu=0$.

The model is a homogeneous, isotropic, linear medium. Surfaces, boundary conditions, crystal local fields and anisotropic or chiral responses are not included. Within this model, if a calculation has obtained $e_L$ and $e_T$ with all induced currents included, the result shows how to convert them into a permittivity and a permeability without double counting, provided that $c^2q^2\neq\omega^2(e_T-e_L)$.

## The double curl acts only on the transverse field

The longitudinal part is parallel to $q$, so $q\times E_L=0$. The transverse part satisfies

$$q\cdot E_T=q\cdot E-\frac{q\cdot E}{q^2}\,q^2=0 .$$

These two facts are `curl_PL_and_div_PT`. They confirm that the projectors deserve their names, although the later proofs do not call this theorem. The division is legitimate because a nonzero real vector has nonzero squared length, which is `qSq_ne_zero`. A nonzero complex vector could fail this test.

The vector identity for a double cross product gives

$$q\times(q\times E)=(q\cdot E)\,q-q^2E=q^2E_L-q^2(E_L+E_T)=-q^2E_T .$$

This is `doubleCurl_eq`. Its proof first checks the vector identity component by component, where `ring` settles the polynomial algebra, and then uses $\frac{q\cdot E}{q^2}\,q^2=q\cdot E$ to recognise the transverse part.

Write $k=(\omega/c)^2$. Substituting the double curl and $E=E_L+E_T$ turns the magnetic operator into

$$k e\,E_L+\left(k e-\frac{q^2}{\mu}\right)E_T$$

and the operator with two permittivities into

$$k e_L\,E_L+\left(k e_T-q^2\right)E_T .$$

In the main proof these decompositions are the statements `hM` and `hD`, and the tactic `module` collects the vector terms.

## Two test fields fix the two coefficients

Suppose that $aE_L+bE_T=a'E_L+b'E_T$ for every $E$. Choosing $E=q$ gives $E_L=q$ and $E_T=0$, hence $aq=a'q$. Some component of $q$ is nonzero, and cancelling it gives $a=a'$.

For the other coefficient, choose a nonzero field $t$ with $q\cdot t=0$. Then $t_L=0$ and $t_T=t$, so $bt=b't$, and a nonzero component of $t$ gives $b=b'$. Such a field can be written down explicitly: if $q_0=0$, take $t=(1,0,0)$; otherwise take $t=(-q_1,q_0,0)$. This is the construction in `exists_transverse`.

The converse is immediate, and together the two directions form `response_eq_iff`. Equality of the wave operators has thereby become two scalar equations:

$$k e=k e_L,\qquad k e-\frac{q^2}{\mu}=k e_T-q^2 .$$

Since $k\neq0$, the first gives $e=e_L$. Inserting this in the second and rearranging yields

$$q^2\left(1-\frac1\mu\right)=k(e_T-e_L).$$

Multiplication by $\mu c^2$, together with $kc^2=\omega^2$, gives

$$\mu c^2q^2-c^2q^2=\mu\omega^2(e_T-e_L),$$

which is the stated condition on $\mu$. Every step can be reversed because $\mu$ and $c$ are nonzero. In Lean, `mul_left_cancel₀` performs the cancellations, and the two `linear_combination` steps carry out this multiplication and its reversal.

## When a permeability exists, and when it equals one

The theorem `exists_magnetic_iff` fixes $e_L$ and $e_T$ and asks whether any $e$ and any nonzero $\mu$ reproduce them. They exist exactly when $c^2q^2\neq\omega^2(e_T-e_L)$. If the two sides differ, the proof takes $e=e_L$ and

$$\mu=\frac{c^2q^2}{c^2q^2-\omega^2(e_T-e_L)} .$$

If they are equal, the condition on $\mu$ becomes $0=c^2q^2$, which is impossible. In this exceptional case $k e_T-q^2=k e_L$, so the operator with two permittivities multiplies every field by the same number $k e_L$. A magnetic description would have to lose its double-curl term altogether, which no finite permeability achieves.

The simplest case is a medium described without a magnetic response, $\mu=1$. The condition then reduces to $\omega^2(e_T-e_L)=0$, and cancelling $\omega^2$ gives $e_T=e_L$. This is `nonmagnetic_iff`: a single permittivity with $\mu=1$ suffices exactly when $e=e_L=e_T$ at the chosen wavevector and frequency.

## The long-wavelength limit

Let the complex number $\beta$ measure how strongly the transverse permittivity departs from the longitudinal one at second order in the wavevector, and suppose that $e_T=e_L+\beta q^2$. The condition on $\mu$ then has a common factor $q^2$. Cancelling it gives

$$\mu(c^2-\omega^2\beta)=c^2,$$

as stated in `local_permeability_iff`. If $\beta$ is the same for a range of wavevectors and $\omega^2\beta\neq c^2$, one permeability serves that whole range. The permittivity $e=e_L$ may still vary with $q$.

The theorems treat one nonzero $q$ at a time, but the limit $q\to0$ at fixed $\omega$ follows by elementary calculus. If $e_T-e_L=\beta q^2$ up to terms that vanish faster than $q^2$, and $\omega^2\beta\neq c^2$, the permeability tends to $c^2/(c^2-\omega^2\beta)$. If the difference instead tends to a nonzero constant, the formula for $\mu$ tends to zero. In general $e_T-e_L=\frac{c^2q^2}{\omega^2}\left(1-\frac1\mu\right)$, so the permeability can have a finite, nonzero limit as $q\to0$ only if the difference between the two permittivities tends to zero.
